# The equal-weight sum of all A-to-B singlet pairings has squared norm $n!\,(n+1)!/2^n$

Take $2n$ spins one half, $n$ on sublattice A and $n$ on sublattice B. Pair every A site with a B site, put a normalised singlet oriented from A to B on each pair, and add the resulting product states over all $n!$ pairings. The sum $|\Psi_n\rangle$ satisfies

$$\langle\Psi_n|\Psi_n\rangle=\frac{n!\,(n+1)!}{2^n}.$$

Different pairings are not orthogonal, so the norm depends on all their overlaps. The value normalises an equal-weight valence-bond trial state and gives a reference number for programs that compute valence-bond overlaps, for finite $n$ and with bonds of every length weighted alike.

## Spins, bonds and the resonating state

```lean
import Mathlib

open Equiv
open scoped Nat ComplexConjugate

namespace UniformResonatingState

noncomputable section
```

In the code below, `n !` is the factorial, `conj` is complex conjugation, and `Fin n` is the set of site labels $0,\dots,n-1$. An element of `Perm (Fin n)` is a permutation of these labels. A `def` introduces an object; a `theorem` states a claim, and its proof follows the sign `:=`.

```lean
/-- Amplitude of the normalised singlet oriented from an A spin to a B spin:
`1/√2` on up-down, `-1/√2` on down-up, zero on parallel spins (`true` is up). -/
def singlet : Bool → Bool → ℂ
  | true, false => ((√2 : ℝ) : ℂ)⁻¹
  | false, true => -((√2 : ℝ) : ℂ)⁻¹
  | true, true => 0
  | false, false => 0
```

A spin is a truth value, with `true` for up. The function gives the amplitudes $s(\uparrow,\downarrow)=1/\sqrt2$, $s(\downarrow,\uparrow)=-1/\sqrt2$, and zero for parallel spins. The first argument is the A spin, which fixes the orientation.

```lean
/-- State space of `n` spins one half on sublattice A and `n` on sublattice B, with
the pairs of spin configurations as orthonormal basis. -/
abbrev SpinSpace (n : ℕ) := EuclideanSpace ℂ ((Fin n → Bool) × (Fin n → Bool))
```

A basis state is a pair $(a,b)$ of spin configurations, $a$ on A and $b$ on B. The space is $\mathbb C^{4^n}$ with its usual inner product, conjugate-linear in the first entry.

```lean
/-- The valence-bond state in which site `i` of A forms an oriented singlet with
site `τ i` of B. -/
def singletProduct {n : ℕ} (τ : Perm (Fin n)) : SpinSpace n :=
  WithLp.toLp 2 fun c => ∏ i, singlet (c.1 i) (c.2 (τ i))
```

The permutation $\tau$ joins site $i$ of A to site $\tau(i)$ of B. It is a bond pattern, not a Pauli matrix. The state $|\tau\rangle$ has amplitudes

$$\langle a,b|\tau\rangle=\prod_i s(a_i,b_{\tau(i)}).$$

```lean
/-- The uniform resonating state: the sum of the valence-bond states of all bijections
from A to B, with equal weights one. -/
def uniformState (n : ℕ) : SpinSpace n := ∑ τ : Perm (Fin n), singletProduct τ
```

This is $|\Psi_n\rangle=\sum_\tau|\tau\rangle$. Despite its name, `uniformState` is not normalised in general. That the spins of a real magnet are in this state, with weights independent of distance, is a physical assumption on which the theorems are silent.

```lean
/-- The spin configurations of B that agree on the two partners, under `σ` and under `τ`,
of every A site. -/
def loopColourings {n : ℕ} (σ τ : Perm (Fin n)) : Finset (Fin n → Bool) :=
  Finset.univ.filter fun b => ∀ i, b (σ i) = b (τ i)
```

This is the set of B configurations $b$ with $b_{\sigma(i)}=b_{\tau(i)}$ for every $i$. The name comes from drawing both bond patterns together: they form closed loops, and $b$ must be constant on the B sites of each loop.

## Overlaps as a counting problem

```lean
/-- Summing over the A spin shared by two singlet bonds forces their B spins to be equal
and leaves a factor one half. -/
theorem singlet_contract (t t' : Bool) :
    ∑ s, conj (singlet s t) * singlet s t' = if t = t' then 1 / 2 else 0 := by
  have h : ((√2 : ℝ) : ℂ)⁻¹ * ((√2 : ℝ) : ℂ)⁻¹ = 2⁻¹ := by
    rw [← mul_inv, ← Complex.ofReal_mul, Real.mul_self_sqrt (by norm_num)]
    norm_num
  cases t <;> cases t' <;> simp [singlet, h]
```

In symbols, $\sum_u \overline{s(u,t)}\,s(u,t')=\tfrac12\delta_{tt'}$, where $u$ is the shared A spin, written `s` in the code. If $t=t'$, only the A spin opposite to $t$ contributes, with $(\pm1/\sqrt2)^2=\tfrac12$. If $t\neq t'$, either value of the A spin is parallel to one of the two B spins, so every term vanishes. The proof checks these four cases with `cases`, after establishing $(1/\sqrt2)^2=1/2$.

```lean
/-- The overlap of two valence-bond states is the number of B configurations compatible
with both bond patterns, divided by `2 ^ n`. -/
theorem overlap {n : ℕ} (σ τ : Perm (Fin n)) :
    inner ℂ (singletProduct σ) (singletProduct τ)
      = ((loopColourings σ τ).card : ℂ) / 2 ^ n := by
  have h : inner ℂ (singletProduct σ) (singletProduct τ)
      = ∑ c : (Fin n → Bool) × (Fin n → Bool),
        ∏ i, conj (singlet (c.1 i) (c.2 (σ i))) * singlet (c.1 i) (c.2 (τ i)) := by
    simp only [PiLp.inner_apply, singletProduct, RCLike.inner_apply,
      Finset.prod_mul_distrib, map_prod]
    exact Finset.sum_congr rfl fun c _ => mul_comm _ _
  -- for fixed B spins, the sum over A factorises into single-site contractions
  have step (b : Fin n → Bool) :
      ∑ a : Fin n → Bool, ∏ i, conj (singlet (a i) (b (σ i))) * singlet (a i) (b (τ i))
        = if ∀ i, b (σ i) = b (τ i) then (1 / 2 : ℂ) ^ n else 0 := by
    calc _ = ∏ i, ∑ s, conj (singlet s (b (σ i))) * singlet s (b (τ i)) := by
          rw [Finset.prod_univ_sum, Fintype.piFinset_univ]
      _ = _ := by
          simp only [singlet_contract, Finset.prod_ite_zero, Finset.mem_univ,
            true_imp_iff, Finset.prod_const, Finset.card_univ, Fintype.card_fin]
  rw [h, Fintype.sum_prod_type_right]
  refine (Finset.sum_congr rfl fun b _ => step b).trans ?_
  rw [← Finset.sum_filter, Finset.sum_const, nsmul_eq_mul, one_div, inv_pow,
    div_eq_mul_inv, loopColourings]
```

Write $N(\sigma,\tau)$ for the number of elements of `loopColourings σ τ`. The claim is $\langle\sigma|\tau\rangle=N(\sigma,\tau)/2^n$. By hand,

$$\langle\sigma|\tau\rangle=\sum_b\sum_a\prod_i\overline{s(a_i,b_{\sigma(i)})}\,s(a_i,b_{\tau(i)})
=\sum_b\prod_i\tfrac12\,\delta_{b_{\sigma(i)},\,b_{\tau(i)}}.$$

For fixed $b$, each $a_i$ occurs in one factor only, so the sum over $a$ becomes a product of single-site sums. Each admissible $b$ then contributes $2^{-n}$, and every other $b$ contributes zero. In Lean, `h` is the first expression, `step` performs the sum over $a$, and the last lines count the surviving $b$.

```lean
/-- Every valence-bond state has norm one. -/
theorem norm_singletProduct {n : ℕ} (τ : Perm (Fin n)) : ‖singletProduct τ‖ = 1 := by
  have h : ((‖singletProduct τ‖ : ℝ) : ℂ) ^ 2 = 1 := by
    refine (inner_self_eq_norm_sq_to_K (𝕜 := ℂ) (singletProduct τ)).symm.trans ?_
    rw [overlap]
    simp [loopColourings]
  have h' : ‖singletProduct τ‖ ^ 2 = 1 := by exact_mod_cast h
  nlinarith [norm_nonneg (singletProduct τ)]
```

For $\sigma=\tau$ the condition on $b$ always holds. All $2^n$ configurations count, and $\langle\tau|\tau\rangle=2^n/2^n=1$. Lean obtains the squared norm first and then uses that a norm is non-negative.

## Counting permutations that preserve a spin pattern

```lean
/-- The number of pairs of a permutation of `n` sites and a spin configuration
invariant under it is `(n + 1)!`. -/
theorem sum_card_loopColourings (n : ℕ) :
    ∑ π : Perm (Fin n), (loopColourings 1 π).card = (n + 1)! := by
  -- a configuration with k up spins is fixed by k! (n - k)! permutations
  have key (b : Fin n → Bool) :
      ∑ π : Perm (Fin n), (if ∀ i, b ((1 : Perm (Fin n)) i) = b (π i) then 1 else 0)
        = (Finset.univ.filter fun i => b i = true).card !
          * (n - (Finset.univ.filter fun i => b i = true).card)! := by
    have hc : (Finset.univ.filter fun i => b i = false)
        = (Finset.univ.filter fun i => b i = true)ᶜ := by
      ext i
      simp
    rw [← Finset.card_filter, ← Fintype.card_subtype]
    refine (Fintype.card_congr (Equiv.subtypeEquivRight fun π => ?_)).trans
      ((DomMulAct.stabilizer_card (f := b)).trans ?_)
    · exact ⟨fun h => funext fun i => (h i).symm, fun h i => (congrFun h i).symm⟩
    · rw [Fintype.prod_bool, Fintype.card_subtype, Fintype.card_subtype, hc,
        Finset.card_compl, Fintype.card_fin]
  simp only [loopColourings, Finset.card_filter]
  rw [Finset.sum_comm]
  refine (Finset.sum_congr rfl fun b _ => key b).trans ?_
  -- label a configuration by its set of up spins, then group by the size of that set
  have hs : ∑ b : Fin n → Bool, (Finset.univ.filter fun i => b i = true).card !
        * (n - (Finset.univ.filter fun i => b i = true).card)!
      = ∑ s ∈ (Finset.univ : Finset (Fin n)).powerset, s.card ! * (n - s.card)! := by
    refine Finset.sum_nbij' (fun b => Finset.univ.filter fun i => b i = true)
      (fun s i => decide (i ∈ s)) ?_ ?_ ?_ ?_ ?_
    · intro b _
      simp
    · intro s _
      simp
    · intro b _
      funext i
      simp
    · intro s _
      ext i
      simp
    · intro b _
      rfl
  rw [hs, Finset.sum_powerset_apply_card (fun k => k ! * (n - k)!), Finset.card_univ,
    Fintype.card_fin]
  have hk : ∀ k ∈ Finset.range (n + 1), n.choose k • (k ! * (n - k)!) = n ! := by
    intro k hk
    rw [smul_eq_mul, ← mul_assoc]
    exact Nat.choose_mul_factorial_mul_factorial (Nat.lt_succ_iff.mp (Finset.mem_range.mp hk))
  rw [Finset.sum_congr rfl hk, Finset.sum_const, Finset.card_range, smul_eq_mul,
    Nat.factorial_succ]
```

Here $1$ is the identity permutation, so the sum counts pairs $(\pi,b)$ with $b_i=b_{\pi(i)}$ for all $i$. Fix $b$ first, with $k$ up spins. A permutation preserves $b$ exactly when it permutes the up sites among themselves and the down sites among themselves, which leaves $k!\,(n-k)!$ choices. There are $\binom nk$ such configurations, hence

$$\sum_\pi N(1,\pi)=\sum_{k=0}^n\binom nk k!\,(n-k)!=\sum_{k=0}^n n!=(n+1)!.$$

The statement `key` is the count for fixed $b$; it uses Mathlib's formula for the number of permutations that preserve a function. `Finset.sum_comm` exchanges the two sums, `hs` replaces $b$ by its set of up sites, and `hk` is the identity $\binom nk k!\,(n-k)!=n!$.

## From one bond state to the norm

```lean
/-- Every valence-bond state has the same overlap `(n + 1)! / 2 ^ n` with the uniform
resonating state. -/
theorem overlap_uniformState {n : ℕ} (σ : Perm (Fin n)) :
    inner ℂ (singletProduct σ) (uniformState n) = ((n + 1)! : ℂ) / 2 ^ n := by
  -- only the relative permutation of the two bond patterns matters
  have hrel (π : Perm (Fin n)) : loopColourings σ (π * σ) = loopColourings 1 π := by
    ext b
    have hmem (α β : Perm (Fin n)) :
        b ∈ loopColourings α β ↔ ∀ i, b (α i) = b (β i) := by
      simp [loopColourings]
    rw [hmem, hmem]
    exact ⟨fun h j => by simpa using h (σ.symm j), fun h i => h (σ i)⟩
  have hsum : ∑ τ : Perm (Fin n), (loopColourings σ τ).card = (n + 1)! := by
    rw [← sum_card_loopColourings n,
      ← Equiv.sum_comp (Equiv.mulRight σ) fun τ => (loopColourings σ τ).card]
    exact Finset.sum_congr rfl fun π _ => congrArg Finset.card (hrel π)
  rw [uniformState, inner_sum]
  simp only [overlap]
  rw [← Finset.sum_div, ← Nat.cast_sum, hsum]
```

The claim is $\langle\sigma|\Psi_n\rangle=(n+1)!/2^n$ for every $\sigma$. Write $\tau=\pi\sigma$; as $\pi$ runs over all permutations, so does $\tau$. The condition $b_{\sigma(i)}=b_{\pi(\sigma(i))}$ for all $i$ becomes $b_j=b_{\pi(j)}$ for all $j=\sigma(i)$, so $N(\sigma,\pi\sigma)=N(1,\pi)$. This is `hrel`. Then `hsum` applies the previous count, and the overlap formula supplies the factor $2^{-n}$.

```lean
/-- The uniform resonating state of `n` spins one half on each sublattice has squared
norm `n! (n + 1)! / 2 ^ n`. -/
theorem norm_sq_uniformState (n : ℕ) :
    ‖uniformState n‖ ^ 2 = (n ! : ℝ) * ((n + 1)! : ℝ) / 2 ^ n := by
  have e : inner ℂ (uniformState n) (uniformState n)
      = ∑ σ : Perm (Fin n), inner ℂ (singletProduct σ) (uniformState n) :=
    sum_inner Finset.univ singletProduct _
  have h : ((‖uniformState n‖ : ℝ) : ℂ) ^ 2 = (n ! : ℂ) * ((n + 1)! : ℂ) / 2 ^ n := by
    refine (inner_self_eq_norm_sq_to_K (𝕜 := ℂ) (uniformState n)).symm.trans ?_
    rw [e]
    simp only [overlap_uniformState, Finset.sum_const, Finset.card_univ,
      Fintype.card_perm, Fintype.card_fin, nsmul_eq_mul]
    rw [mul_div_assoc]
  apply Complex.ofReal_injective
  push_cast
  exact h

end

end UniformResonatingState
```

```lean
#print axioms UniformResonatingState.norm_singletProduct
#print axioms UniformResonatingState.norm_sq_uniformState
```

```
'UniformResonatingState.norm_singletProduct' depends on axioms: [propext, Classical.choice, Quot.sound]
'UniformResonatingState.norm_sq_uniformState' depends on axioms: [propext, Classical.choice, Quot.sound]
```

Expanding the left-hand vector gives

$$\langle\Psi_n|\Psi_n\rangle=\sum_\sigma\langle\sigma|\Psi_n\rangle=n!\cdot\frac{(n+1)!}{2^n}.$$

The expansion is `e`, and `h` is the result as an equation between complex numbers, which the last three lines carry over to the reals. The theorem includes $n=0$, where both sides are 1. Dividing by the norm, the overlap of any bond state with the normalised resonating state is $\sqrt{(n+1)/2^n}$.

## Reversed bonds and alternating signs

The formula needs the relative signs that the A-to-B orientation gives to the products. For $n=2$ the two bond states have overlap $\tfrac12$, and the squared norm is $1+1+2\cdot\tfrac12=3$. Reverse one singlet in one of the two states: that state changes sign, and the squared norm becomes $1+1-2\cdot\tfrac12=1$.

The same counting, done by hand with weights $\operatorname{sgn}\tau$, shows that $\sum_\tau \operatorname{sgn}(\tau)\,|\tau\rangle=0$ for $n\ge3$. Every $b$ then has two equal spins, and composing with their exchange pairs the permutations that preserve $b$ into terms of opposite sign. The bond states are therefore linearly dependent from $n=3$ on.
